# A quadratic bound on the Hartree–Fock energy error relative to a self-consistent density matrix

A self-consistent-field calculation is stopped when its density matrix has nearly settled, and the energy is read off from the matrix then at hand. Call that matrix $Q$ and the self-consistent one $P$. If both are real projectors in an orthonormal spin-orbital basis, with the same number of electrons, the energy error obeys

$$|E(Q)-E(P)|\le \tfrac12(W+L)\,\|Q-P\|^2 ,$$

where $W$ is the width of an interval containing all orbital energies of $P$, $L$ bounds the strength of the two-electron term, and $\|\cdot\|$ is the Frobenius norm. With $W$ and $L$ fixed, a density error ten times smaller gives a bound a hundred times smaller.

The distance is measured to $P$, not to the previous iterate. Passing from the observed change per iteration to $\|Q-P\|$ needs a separate convergence estimate.

## Density matrices, Fock matrix and energy

The finite type `n` labels the functions of an orthonormal real basis.

In Lean 4 with Mathlib:

```lean
import Mathlib

open Matrix (trace)
open scoped Matrix

namespace HartreeFockQuadraticError

noncomputable section

variable {n : Type*} [Fintype n] [DecidableEq n]
```

A single determinant is represented by the projector onto its occupied orbitals, $P^T=P$ and $P^2=P$, whose trace counts those orbitals. A $Q$ built by occupying orthonormal orbitals qualifies; a damped average of two densities generally does not.

```lean
/-- A density matrix of a single determinant in an orthonormal real basis:
symmetric and idempotent. -/
structure IsProjector (P : Matrix n n ℝ) : Prop where
  symm : P.IsSymm
  idem : P * P = P
```

The one-electron matrix is $h$, and the linear map $G$ gives the mean field of a density, so that $F(P)=h+G(P)$.

```lean
/-- The Fock matrix `F(P) = h + G(P)`. -/
def fock (h : Matrix n n ℝ) (G : Matrix n n ℝ →ₗ[ℝ] Matrix n n ℝ) (P : Matrix n n ℝ) :
    Matrix n n ℝ := h + G P
```

The energy is $E(P)=\operatorname{tr}(hP)+\tfrac12\operatorname{tr}(P\,G(P))$, without nuclear repulsion, which cancels in differences. In spin orbitals $G$ is Coulomb minus exchange. For a closed shell with $P$ the spatial projector, $G$ is twice Coulomb minus exchange, and the electronic energy is twice `energy`, so the bound on its error is also twice the one proved below.

```lean
/-- The Hartree-Fock energy `E(P) = tr(h P) + tr(P G(P)) / 2`. -/
def energy (h : Matrix n n ℝ) (G : Matrix n n ℝ →ₗ[ℝ] Matrix n n ℝ) (P : Matrix n n ℝ) : ℝ :=
  trace (h * P) + trace (P * G P) / 2
```

$G$ is not constructed from integrals here. The symmetry of the two-electron integrals enters as the assumption $\operatorname{tr}(X\,G(Y))=\operatorname{tr}(Y\,G(X))$ for symmetric $X,Y$.

```lean
/-- The two-electron map is self-adjoint for the trace product of symmetric matrices. -/
def TraceSelfAdjoint (G : Matrix n n ℝ →ₗ[ℝ] Matrix n n ℝ) : Prop :=
  ∀ X Y : Matrix n n ℝ, X.IsSymm → Y.IsSymm → trace (X * G Y) = trace (Y * G X)
```

Density errors are measured by $\|X\|^2=\sum_{ij}X_{ij}^2$; `frobSq` is this square, not the norm.

```lean
/-- The squared Frobenius norm, the sum of the squares of all entries. -/
def frobSq (X : Matrix n n ℝ) : ℝ := ∑ i, ∑ j, X i j ^ 2
```

Orbital energies are confined through eigenvectors: whenever $Fv=ev$ with $v\neq0$, then $a\le e\le b$.

```lean
/-- Every real eigenvalue of `F` lies between `a` and `b`. -/
def SpectrumIn (F : Matrix n n ℝ) (a b : ℝ) : Prop :=
  ∀ (e : ℝ) (v : n → ℝ), v ≠ 0 → F *ᵥ v = e • v → a ≤ e ∧ e ≤ b
```

For symmetric $X$, $\sum_{ij}X_{ij}X_{ij}=\sum_{ij}X_{ij}X_{ji}=\operatorname{tr}(X^2)$.

```lean
omit [DecidableEq n] in
/-- For a symmetric matrix the squared Frobenius norm is `tr(X²)`. -/
theorem frobSq_eq_trace {X : Matrix n n ℝ} (hX : X.IsSymm) : frobSq X = trace (X * X) := by
  simp only [frobSq, Matrix.trace, Matrix.diag_apply, Matrix.mul_apply]
  refine Finset.sum_congr rfl fun i _ => Finset.sum_congr rfl fun j _ => ?_
  rw [hX.apply i j, sq]
```

## The energy difference, expanded exactly

Put $D=Q-P$. Linearity of $G$ gives

$$\operatorname{tr}(Q\,G(Q))-\operatorname{tr}(P\,G(P))=\operatorname{tr}(P\,G(D))+\operatorname{tr}(D\,G(P))+\operatorname{tr}(D\,G(D)).$$

The first two terms on the right are equal by self-adjointness. Halving and adding $\operatorname{tr}(hD)$ yields

$$E(Q)-E(P)=\operatorname{tr}(F(P)D)+\tfrac12\operatorname{tr}(D\,G(D)).$$

The proof uses self-adjointness for the pair $P,Q$ and cyclicity of the trace; `linarith` collects the terms.

```lean
omit [DecidableEq n] in
/-- For trace-self-adjoint `G` and symmetric `P`, `Q`, the energy difference is exactly a
linear term with the Fock matrix of `P` plus a quadratic two-electron term. -/
theorem energy_expansion (h : Matrix n n ℝ) {G : Matrix n n ℝ →ₗ[ℝ] Matrix n n ℝ}
    (hG : TraceSelfAdjoint G) {P Q : Matrix n n ℝ} (hP : P.IsSymm) (hQ : Q.IsSymm) :
    energy h G Q - energy h G P =
      trace (fock h G P * (Q - P)) + trace ((Q - P) * G (Q - P)) / 2 := by
  have s := hG P Q hP hQ
  have c1 := Matrix.trace_mul_comm (G P) Q
  have c2 := Matrix.trace_mul_comm (G P) P
  simp only [energy, fock, map_sub, mul_sub, sub_mul, add_mul, Matrix.trace_add,
    Matrix.trace_sub]
  linarith
```

## Stationarity makes the linear term quadratic

Write $F$ for $F(P)$. Self-consistency means $PF=FP$. Idempotency gives

$$D^2=Q-QP-PQ+P,\qquad PD^2=P-PQP.$$

Since $F$ commutes with $P$, cyclicity gives $\operatorname{tr}(FQP)=\operatorname{tr}(FPQP)=\operatorname{tr}(FPQ)$. Therefore

$$\begin{aligned}
\operatorname{tr}(F(1-P)D^2)-\operatorname{tr}(FPD^2)
&=\operatorname{tr}(FD^2)-2\operatorname{tr}(FPD^2)\\
&=\operatorname{tr}(FQ)-2\operatorname{tr}(FPQ)+\operatorname{tr}(FP)-2\operatorname{tr}(FP)+2\operatorname{tr}(FPQ)\\
&=\operatorname{tr}(FD).
\end{aligned}$$

In the code, `e1` and `e2` are the two matrix identities, and `t1` and `t2` the two trace identities.

```lean
/-- If `F` commutes with the projector `P`, the linear term for another projector `Q` is
the virtual part minus the occupied part of `F` weighted with `(Q - P)²`. -/
theorem linear_term_eq {F P Q : Matrix n n ℝ} (hP : P * P = P) (hQ : Q * Q = Q)
    (hc : P * F = F * P) :
    trace (F * (Q - P)) = trace (F * (1 - P) * ((Q - P) * (Q - P)))
      - trace (F * P * ((Q - P) * (Q - P))) := by
  have e1 : P * ((Q - P) * (Q - P)) = P - P * Q * P := by
    have : P * ((Q - P) * (Q - P)) = P * (Q * Q) - P * Q * P - P * P * Q + P * P * P := by
      noncomm_ring
    rw [this, hQ, hP, hP]
    abel
  have e2 : (Q - P) * (Q - P) = Q - Q * P - P * Q + P := by
    have : (Q - P) * (Q - P) = Q * Q - Q * P - P * Q + P * P := by noncomm_ring
    rw [this, hQ, hP]
  have e3 : F * (1 - P) * ((Q - P) * (Q - P))
      = F * ((Q - P) * (Q - P)) - F * (P * ((Q - P) * (Q - P))) := by noncomm_ring
  -- cyclicity of the trace and commutation move `P` through `F`
  have t1 : trace (F * (Q * P)) = trace (F * (P * Q)) := by
    rw [← mul_assoc, Matrix.trace_mul_comm, ← mul_assoc, hc, mul_assoc]
  have t2 : trace (F * (P * Q * P)) = trace (F * (P * Q)) := by
    rw [← mul_assoc, Matrix.trace_mul_comm, ← mul_assoc, hc, mul_assoc, ← mul_assoc P P Q, hP]
  rw [e3, mul_assoc F P, e1, e2]
  simp only [mul_sub, mul_add, Matrix.trace_sub, Matrix.trace_add]
  linarith
```

## Orbital energies bound the linear term

A symmetric matrix with no negative eigenvalue is positive semidefinite. The proof applies the eigenvalue condition to the orthonormal eigenvectors supplied by the spectral theorem.

```lean
/-- A symmetric matrix without negative eigenvalues is positive semidefinite. -/
theorem posSemidef_of_eigenvalues {A : Matrix n n ℝ} (hA : A.IsSymm)
    (h : ∀ (e : ℝ) (v : n → ℝ), v ≠ 0 → A *ᵥ v = e • v → 0 ≤ e) : A.PosSemidef := by
  have hH : A.IsHermitian := by
    rw [Matrix.IsHermitian, Matrix.conjTranspose_eq_transpose_of_trivial]
    exact hA
  refine hH.posSemidef_iff_eigenvalues_nonneg.2 ?_
  intro i
  refine h (hH.eigenvalues i) _ ?_ (hH.mulVec_eigenvectorBasis i)
  intro h0
  exact hH.eigenvectorBasis.orthonormal.ne_zero i (by ext j; exact congrFun h0 j)
```

Let $A$ be positive semidefinite and commute with a projector $R$. For symmetric $D$,

$$0\le\operatorname{tr}\big((RD)^TA(RD)\big)=\operatorname{tr}(D\,RAR\,D)=\operatorname{tr}(ARD^2).$$

```lean
omit [DecidableEq n] in
/-- A positive semidefinite `A` commuting with a projector `R` has a nonnegative trace
against `R D²` for every symmetric `D`. -/
theorem trace_weight_nonneg {A R D : Matrix n n ℝ} (hA : A.PosSemidef) (hR : IsProjector R)
    (hc : R * A = A * R) (hD : D.IsSymm) : 0 ≤ trace (A * R * (D * D)) := by
  have h := (hA.conjTranspose_mul_mul_same (R * D)).trace_nonneg
  have e : (R * D)ᴴ * A * (R * D) = D * (A * R * D) := by
    rw [Matrix.conjTranspose_eq_transpose_of_trivial, Matrix.transpose_mul, hR.symm.eq, hD.eq]
    calc D * R * A * (R * D) = D * (R * A * R * D) := by noncomm_ring
      _ = D * (A * (R * R) * D) := by rw [hc, mul_assoc A R R]
      _ = D * (A * R * D) := by rw [hR.idem]
  rw [e, Matrix.trace_mul_comm, mul_assoc] at h
  exact h
```

Now take $F=1$ in the identity for the linear term. Equal traces give $0=\operatorname{tr}D=\operatorname{tr}((1-P)D^2)-\operatorname{tr}(PD^2)$, while the two weights add up to $\operatorname{tr}(D^2)=\|D\|^2$. Each is therefore $\|D\|^2/2$.

If the eigenvalues of $F$ lie in $[a,a+W]$, both $F-a$ and $a+W-F$ are positive semidefinite. Applying the previous inequality with $R=P$ and $R=1-P$ gives

$$\tfrac a2\|D\|^2\le\operatorname{tr}(FRD^2)\le\tfrac{a+W}2\|D\|^2 .$$

The difference of the two traces is $\operatorname{tr}(FD)$, so $|\operatorname{tr}(FD)|\le\tfrac W2\|D\|^2$. The four inequalities are `p1` to `p4`, and the two weights are `w1` and `w2`.

```lean
/-- If a symmetric `F` commutes with the projector `P` and has its eigenvalues in
`[a, a + W]`, the linear term for a projector `Q` of equal trace is at most
`W ‖Q - P‖² / 2` in absolute value. -/
theorem linear_term_bound {F P Q : Matrix n n ℝ} {a W : ℝ} (hF : F.IsSymm)
    (hP : IsProjector P) (hQ : IsProjector Q) (ht : trace Q = trace P)
    (hc : P * F = F * P) (hs : SpectrumIn F a (a + W)) :
    |trace (F * (Q - P))| ≤ W / 2 * frobSq (Q - P) := by
  have hD : (Q - P).IsSymm := hQ.symm.sub hP.symm
  have h1 : ∀ r : ℝ, (r • (1 : Matrix n n ℝ)).IsSymm := fun r => Matrix.isSymm_one.smul r
  have hA : (F - a • (1 : Matrix n n ℝ)).PosSemidef := by
    refine posSemidef_of_eigenvalues (hF.sub (h1 a)) fun e v hv he => ?_
    rw [Matrix.sub_mulVec, Matrix.smul_mulVec, Matrix.one_mulVec] at he
    have := (hs (e + a) v hv (by rw [add_smul, ← he]; abel)).1
    linarith
  have hB : ((a + W) • (1 : Matrix n n ℝ) - F).PosSemidef := by
    refine posSemidef_of_eigenvalues ((h1 (a + W)).sub hF) fun e v hv he => ?_
    rw [Matrix.sub_mulVec, Matrix.smul_mulVec, Matrix.one_mulVec] at he
    have := (hs (a + W - e) v hv (by rw [sub_smul, ← he]; abel)).2
    linarith
  have hR : IsProjector (1 - P) := by
    refine ⟨Matrix.isSymm_one.sub hP.symm, ?_⟩
    have : (1 - P) * (1 - P) = 1 - P - P + P * P := by noncomm_ring
    rw [this, hP.idem]
    abel
  have cA : P * (F - a • (1 : Matrix n n ℝ)) = (F - a • (1 : Matrix n n ℝ)) * P := by
    simp only [mul_sub, sub_mul, mul_smul_comm, smul_mul_assoc, mul_one, one_mul, hc]
  have cB : P * ((a + W) • (1 : Matrix n n ℝ) - F) = ((a + W) • (1 : Matrix n n ℝ) - F) * P := by
    simp only [mul_sub, sub_mul, mul_smul_comm, smul_mul_assoc, mul_one, one_mul, hc]
  have flip : ∀ A : Matrix n n ℝ, P * A = A * P → (1 - P) * A = A * (1 - P) := by
    intro A h
    rw [sub_mul, mul_sub, one_mul, mul_one, h]
  have kA : ∀ R S : Matrix n n ℝ, trace ((F - a • (1 : Matrix n n ℝ)) * R * S)
      = trace (F * R * S) - a * trace (R * S) := by
    intro R S
    simp only [sub_mul, smul_mul_assoc, one_mul, Matrix.trace_sub, Matrix.trace_smul, smul_eq_mul]
  have kB : ∀ R S : Matrix n n ℝ, trace (((a + W) • (1 : Matrix n n ℝ) - F) * R * S)
      = (a + W) * trace (R * S) - trace (F * R * S) := by
    intro R S
    simp only [sub_mul, smul_mul_assoc, one_mul, Matrix.trace_sub, Matrix.trace_smul, smul_eq_mul]
  have p1 := trace_weight_nonneg hA hP cA hD
  have p2 := trace_weight_nonneg hB hP cB hD
  have p3 := trace_weight_nonneg hA hR (flip _ cA) hD
  have p4 := trace_weight_nonneg hB hR (flip _ cB) hD
  rw [kA] at p1 p3
  rw [kB] at p2 p4
  -- equal traces: occupied and virtual weights of `(Q - P)²` coincide
  have i1 := linear_term_eq (F := 1) hP.idem hQ.idem (by rw [mul_one, one_mul])
  simp only [one_mul] at i1
  rw [Matrix.trace_sub, ht, sub_self] at i1
  have i2 : trace ((1 - P) * ((Q - P) * (Q - P))) + trace (P * ((Q - P) * (Q - P)))
      = frobSq (Q - P) := by
    rw [← Matrix.trace_add, ← add_mul, sub_add_cancel, one_mul, frobSq_eq_trace hD]
  have w1 : trace ((1 - P) * ((Q - P) * (Q - P))) = frobSq (Q - P) / 2 := by linarith
  have w2 : trace (P * ((Q - P) * (Q - P))) = frobSq (Q - P) / 2 := by linarith
  rw [w2] at p1 p2
  rw [w1] at p3 p4
  rw [linear_term_eq hP.idem hQ.idem hc, abs_le]
  constructor <;> linarith
```

## The bound on the energy error

Assume $|\operatorname{tr}(X\,G(X))|\le L\|X\|^2$ for symmetric $X$. The constant $L$ limits how strongly a change of density interacts with itself; for a molecule it must be obtained from the integrals. With $X=D$,

$$|E(Q)-E(P)|\le\tfrac W2\|D\|^2+\tfrac L2\|D\|^2 .$$

In words, the theorem takes a trace-self-adjoint $G$ with this bound, projectors $P$ and $Q$ of equal trace (`ht`), and a Fock matrix of $P$ that is symmetric (`hF`), commutes with $P$ (`hc`) and has its eigenvalues in $[a,a+W]$ (`hs`). The width $W$ covers occupied and virtual levels together, so it is generally larger than the HOMO–LUMO gap; the two can coincide when there are only two levels. $P$ need not be a minimum, so $Q$ may lie lower in energy.

```lean
/-- Quadratic energy error: let `G` be trace-self-adjoint with `|tr(X G(X))| ≤ L ‖X‖²` on
symmetric `X`, and let the projector `P` commute with its symmetric Fock matrix, whose
eigenvalues lie in `[a, a + W]`. Every projector `Q` of equal trace has an energy within
`(W + L) ‖Q - P‖² / 2` of that of `P`. -/
theorem quadratic_energy_error (h : Matrix n n ℝ) {G : Matrix n n ℝ →ₗ[ℝ] Matrix n n ℝ}
    {P Q : Matrix n n ℝ} {a W L : ℝ} (hG : TraceSelfAdjoint G)
    (hL : ∀ X : Matrix n n ℝ, X.IsSymm → |trace (X * G X)| ≤ L * frobSq X)
    (hP : IsProjector P) (hQ : IsProjector Q) (ht : trace Q = trace P)
    (hF : (fock h G P).IsSymm) (hc : P * fock h G P = fock h G P * P)
    (hs : SpectrumIn (fock h G P) a (a + W)) :
    |energy h G Q - energy h G P| ≤ (W + L) / 2 * frobSq (Q - P) := by
  have b1 := abs_le.1 (linear_term_bound hF hP hQ ht hc hs)
  have b2 := abs_le.1 (hL (Q - P) (hQ.symm.sub hP.symm))
  rw [energy_expansion h hG hP.symm hQ.symm, abs_le]
  constructor <;> linarith [b1.1, b1.2, b2.1, b2.2]
```

## A two-orbital model that attains the bound

With one electron in the normalised orbital $(c,s)$, the density matrix has entries $c^2$, $cs$, $cs$, $s^2$.

```lean
/-- The outer product of the coefficient vector `(c, s)` with itself. For `c² + s² = 1` it is the
density matrix of that orbital in a two-orbital basis. -/
def orbital (c s : ℝ) : Matrix (Fin 2) (Fin 2) ℝ := !![c ^ 2, c * s; c * s, s ^ 2]
```

Its trace is $c^2+s^2=1$, and the same relation gives idempotency, for example $c^4+c^2s^2=c^2$.

```lean
/-- A normalised orbital gives a projector of trace one. -/
theorem orbital_isProjector {c s : ℝ} (h : c ^ 2 + s ^ 2 = 1) :
    IsProjector (orbital c s) ∧ trace (orbital c s) = 1 := by
  refine ⟨⟨?_, ?_⟩, ?_⟩
  · ext i j
    fin_cases i <;> fin_cases j <;> simp [orbital]
  · have e1 : c ^ 2 * c ^ 2 + c * s * (c * s) = c ^ 2 := by linear_combination c ^ 2 * h
    have e2 : c ^ 2 * (c * s) + c * s * s ^ 2 = c * s := by linear_combination c * s * h
    have e3 : c * s * c ^ 2 + s ^ 2 * (c * s) = c * s := by linear_combination c * s * h
    have e4 : c * s * (c * s) + s ^ 2 * s ^ 2 = s ^ 2 := by linear_combination s ^ 2 * h
    rw [orbital, Matrix.mul_fin_two, e1, e2, e3, e4]
  · rw [orbital, Matrix.trace_fin_two_of, h]
```

Take $h=\operatorname{diag}(-L,W)$ and the model interaction $G(X)=LX$ with $L,W\ge0$. For $L>0$ this is a mathematical test case, not a physical Hartree–Fock interaction: it lets the single electron interact with itself, which Coulomb minus exchange does not. At $P=\operatorname{diag}(1,0)$ the Fock matrix is $\operatorname{diag}(0,W)$. It commutes with $P$ and its eigenvalues are $0$ and $W$. Also $\operatorname{tr}(X\,G(X))=L\|X\|^2$ for symmetric $X$, so the assumptions on $G$ and $P$ are met.

```lean
/-- For `L, W ≥ 0` the map `G(X) = L X` is trace-self-adjoint with `|tr(X G(X))| ≤ L ‖X‖²` on
symmetric `X`. With `h = diag(-L, W)` the Fock matrix at `P = diag(1, 0)` is `diag(0, W)`, which
commutes with `P` and has its eigenvalues in `[0, W]`. -/
theorem quadratic_energy_error_witness {L W : ℝ} (hL : 0 ≤ L) (hW : 0 ≤ W) :
    TraceSelfAdjoint (L • (LinearMap.id : Matrix (Fin 2) (Fin 2) ℝ →ₗ[ℝ] _)) ∧
    (∀ X : Matrix (Fin 2) (Fin 2) ℝ, X.IsSymm →
      |trace (X * (L • (LinearMap.id : Matrix (Fin 2) (Fin 2) ℝ →ₗ[ℝ] _)) X)| ≤ L * frobSq X) ∧
    fock !![-L, 0; 0, W] (L • LinearMap.id) (orbital 1 0) = !![0, 0; 0, W] ∧
    orbital 1 0 * !![0, 0; 0, W] = !![0, 0; 0, W] * orbital 1 0 ∧
    SpectrumIn !![0, 0; 0, W] 0 W := by
  refine ⟨?_, ?_, ?_, ?_, ?_⟩
  · intro X Y _ _
    simp only [LinearMap.smul_apply, LinearMap.id_apply, mul_smul_comm, Matrix.trace_smul]
    rw [Matrix.trace_mul_comm]
  · intro X hX
    have h0 : 0 ≤ frobSq X := by unfold frobSq; positivity
    simp only [LinearMap.smul_apply, LinearMap.id_apply, mul_smul_comm, Matrix.trace_smul,
      smul_eq_mul]
    rw [← frobSq_eq_trace hX, abs_of_nonneg (mul_nonneg hL h0)]
  · ext i j
    fin_cases i <;> fin_cases j <;> simp [fock, orbital]
  · rw [orbital, Matrix.mul_fin_two, Matrix.mul_fin_two]
    simp
  · intro e v hv he
    have h0 : e * v 0 = 0 := by
      simpa [Matrix.mulVec, dotProduct, Fin.sum_univ_two] using (congrFun he 0).symm
    have h1 : W * v 1 = e * v 1 := by
      simpa [Matrix.mulVec, dotProduct, Fin.sum_univ_two] using congrFun he 1
    have h2 : (W - e) * v 1 = 0 := by linear_combination h1
    rcases mul_eq_zero.1 h0 with h | h
    · constructor <;> linarith
    · rcases mul_eq_zero.1 h2 with h' | h'
      · constructor <;> linarith
      · exact absurd (by ext i; fin_cases i; exacts [h, h']) hv
```

For $Q$ built from $(c,s)$,

$$\|Q-P\|^2=2s^4+2c^2s^2=2s^2,$$

$$E(Q)-E(P)=\big(-Lc^2+Ws^2+\tfrac L2\big)-\big(-L+\tfrac L2\big)=(W+L)s^2 .$$

This is exactly $\tfrac12(W+L)\|Q-P\|^2$, so under the theorem's assumptions on $G$ the constant cannot be lowered for any $L,W\ge0$. Whether a smaller constant holds for maps $G$ built from actual Coulomb and exchange integrals is not settled by this model. The equality itself is stated for all real $L$ and $W$.

```lean
/-- Sharpness: in the model with `h = diag(-L, W)` and `G(X) = L X`, replacing the orbital
`(1, 0)` by any normalised orbital `(c, s)` changes the energy by exactly
`(W + L) ‖Q - P‖² / 2`. -/
theorem quadratic_energy_error_sharp (L W : ℝ) {c s : ℝ} (h : c ^ 2 + s ^ 2 = 1) :
    energy !![-L, 0; 0, W] (L • LinearMap.id) (orbital c s)
      - energy !![-L, 0; 0, W] (L • LinearMap.id) (orbital 1 0)
      = (W + L) / 2 * frobSq (orbital c s - orbital 1 0) := by
  -- both sides equal `(W + L) s²`
  have hf : frobSq (orbital c s - orbital 1 0) = 2 * s ^ 2 := by
    simp only [frobSq, Fin.sum_univ_two, Matrix.sub_apply]
    simp only [orbital, Matrix.of_apply, Matrix.cons_val_zero, Matrix.cons_val_one,
      Matrix.cons_val_fin_one]
    linear_combination (c ^ 2 + s ^ 2 - 1) * h
  rw [hf]
  simp only [energy, orbital, LinearMap.smul_apply, LinearMap.id_apply, mul_smul_comm,
    Matrix.trace_smul, Matrix.mul_fin_two, Matrix.trace_fin_two_of, smul_eq_mul]
  linear_combination L / 2 * (c ^ 2 + s ^ 2 - 1) * h

end

end HartreeFockQuadraticError
```

For numbers, take $W=2$, $L=1$ and $(c,s)=(0.8,0.6)$. Then $E(P)=-0.5$ and $E(Q)=-0.64+0.72+0.5=0.58$, a difference of $1.08$. The bound gives $\tfrac32\times0.72=1.08$.

In the non-interacting limit $L=0$ of this model, moving the electron completely to the second orbital, $s=1$, costs $W$, the difference of the two orbital energies.

```lean
#print axioms HartreeFockQuadraticError.quadratic_energy_error
#print axioms HartreeFockQuadraticError.orbital_isProjector
#print axioms HartreeFockQuadraticError.quadratic_energy_error_sharp
```

```
'HartreeFockQuadraticError.quadratic_energy_error' depends on axioms: [propext, Classical.choice, Quot.sound]
'HartreeFockQuadraticError.orbital_isProjector' depends on axioms: [propext, Classical.choice, Quot.sound]
'HartreeFockQuadraticError.quadratic_energy_error_sharp' depends on axioms: [propext, Classical.choice, Quot.sound]
```
